# In a one-angle model of a chiral strip with free edges, a small twist has lower energy than the easy-axis state

## A linear twist as a first trial

Take a magnetic strip of length 1 whose magnetisation makes an angle t(x) with the easy axis. In dimensionless units, let its energy be

∫₀¹ (t'² + sin² t − D t') dx.

The easy-axis state t = 0 has energy 0. Now try the linear twist t = D x/4. Since sin² y ≤ y², its energy is at most

D² (1/16 + 1/48 − 1/4) = −D²/6.

This is negative for every nonzero D, however weak. For a linear twist, exchange and anisotropy together cost at most an amount quadratic in the slope, while the chiral gain is linear in it, so a small enough slope of the right sign always pays.

## Energy of the strip

For general constants the energy is

E[t] = ∫₀ᴸ (A t'² + K sin² t − D t') dx.

Here A is the exchange stiffness, K the easy-axis anisotropy and L the length. The constant D is postulated: it stands for the Dzyaloshinskii-Moriya interaction, an antisymmetric exchange that spin-orbit coupling produces where inversion symmetry is broken. With this sign, D > 0 favours an angle that increases with x. The edges are free, meaning that nothing is imposed on t(0) or t(L).

## What is claimed

Let A, K, L > 0 and D ≠ 0. For every δ > 0 there is a continuously differentiable t with |t| ≤ δ and |t'| ≤ δ on the strip and E[t] < 0. The easy-axis state is therefore not even a local minimum when closeness is measured by angle and slope together. It also follows that no uniform state, at any angle, is a ground state.

In Lean, `stripEnergy A K D L t` is E[t], with `deriv t` for t'. A profile is a function on the whole real line with `ContDiff ℝ 1 t`, and only its values on the strip enter the energy. The docstrings do not always repeat the hypotheses: A, K, L > 0 and a continuously differentiable t suffice for every theorem, with D ≠ 0 where a strictly lower energy is claimed.

The model is classical and at zero temperature. The magnetisation turns in one plane and varies along one coordinate; there is no applied field and no separate dipolar term. The existence of a minimising profile is not addressed.

## The derivation by hand

**Uniform states.** If t = c, then t' = 0 and E = L K sin² c ≥ 0.

**The chiral term sits at the edges.** By the fundamental theorem of calculus,

E[t] = ∫₀ᴸ (A t'² + K sin² t) dx − D (t(L) − t(0)).

If t(L) = t(0), the last term vanishes and E[t] ≥ 0. The gain thus needs edge angles that differ. They are compared as real numbers, so a full turn of 2π between the edges counts as a difference.

**Linear twist.** Put t = s x and M = A + K L²/3. Using sin² y ≤ y²,

E ≤ ∫₀ᴸ (A s² + K s² x² − D s) dx = L (M s² − D s).

**A slope that wins.** With s = ηD and η > 0,

E ≤ −L D² η (1 − ηM),

which is negative when ηM < 1. On the strip |t| ≤ η|D|L and |t'| = η|D|, so both are at most δ if η|D|(1 + L) ≤ δ. The choice

η = δ / (δM + |D|(1 + L))

meets both conditions.

**Size of the gain.** The bound L (M s² − D s) is lowest at s = D/(2M), which gives E ≤ −D²L/(4M). In the other direction, completing the square gives

A t'² − D t' = A (t' − D/(2A))² − D²/(4A),

so every profile has E[t] ≥ −D²L/(4A). The infimum of the energy over continuously differentiable profiles lies between these two values, which coincide when K = 0.

## The Lean file

```lean
import Mathlib

namespace ChiralEdgeTwist

noncomputable section

/-- Energy of the angle profile `t` on a strip `0 ≤ x ≤ L` with exchange stiffness `A`,
easy-axis anisotropy `K` and chiral (Dzyaloshinskii-Moriya) coupling `D`. -/
def stripEnergy (A K D L : ℝ) (t : ℝ → ℝ) : ℝ :=
  ∫ x in (0 : ℝ)..L, (A * (deriv t x) ^ 2 + K * Real.sin (t x) ^ 2 - D * deriv t x)

/-- A uniform state at angle `c` from the easy axis has only anisotropy energy. -/
theorem stripEnergy_uniform (A K D L c : ℝ) :
    stripEnergy A K D L (fun _ => c) = L * (K * Real.sin c ^ 2) := by
  unfold stripEnergy
  simp only [deriv_const, intervalIntegral.integral_const, smul_eq_mul]
  ring

/-- For a continuously differentiable profile, the energy is the integral of the exchange and
anisotropy terms minus `D` times the difference `t L - t 0` of the edge angles. -/
theorem stripEnergy_eq_bulk_sub_edge (A K D L : ℝ) {t : ℝ → ℝ} (ht : ContDiff ℝ 1 t) :
    stripEnergy A K D L t =
      (∫ x in (0 : ℝ)..L, (A * (deriv t x) ^ 2 + K * Real.sin (t x) ^ 2))
        - D * (t L - t 0) := by
  obtain ⟨hd, hc⟩ := contDiff_one_iff_deriv.1 ht
  have hcont : Continuous t := hd.continuous
  have h1 : IntervalIntegrable
      (fun x => A * (deriv t x) ^ 2 + K * Real.sin (t x) ^ 2) MeasureTheory.volume 0 L :=
    Continuous.intervalIntegrable (by fun_prop) _ _
  have h2 : IntervalIntegrable (fun x => D * deriv t x) MeasureTheory.volume 0 L :=
    Continuous.intervalIntegrable (by fun_prop) _ _
  -- the fundamental theorem of calculus turns the chiral term into an edge term
  have h3 : ∫ x in (0 : ℝ)..L, deriv t x = t L - t 0 :=
    intervalIntegral.integral_eq_sub_of_hasDerivAt
      (fun x _ => (hd x).hasDerivAt) (hc.intervalIntegrable _ _)
  unfold stripEnergy
  rw [intervalIntegral.integral_sub h1 h2, intervalIntegral.integral_const_mul, h3]

/-- If the angles at the two edges are equal, the energy is not below zero. -/
theorem stripEnergy_nonneg_of_equal_edges {A K L : ℝ} (D : ℝ) (hA : 0 ≤ A) (hK : 0 ≤ K)
    (hL : 0 ≤ L) {t : ℝ → ℝ} (ht : ContDiff ℝ 1 t) (hedge : t L = t 0) :
    0 ≤ stripEnergy A K D L t := by
  rw [stripEnergy_eq_bulk_sub_edge A K D L ht, hedge, sub_self, mul_zero, sub_zero]
  exact intervalIntegral.integral_nonneg hL (fun x _ => by positivity)

/-- A linear twist of slope `s` costs at most a term quadratic in `s` and gains a chiral
term linear in `s`. -/
theorem stripEnergy_linear_le {A K L : ℝ} (D s : ℝ) (hK : 0 ≤ K) (hL : 0 ≤ L) :
    stripEnergy A K D L (fun x => s * x) ≤ L * ((A + K * L ^ 2 / 3) * s ^ 2 - D * s) := by
  have hder : ∀ x : ℝ, deriv (fun y : ℝ => s * y) x = s := by
    intro x
    have h : HasDerivAt (fun y : ℝ => s * y) s x := by
      simpa using (hasDerivAt_id' x).const_mul s
    exact h.deriv
  -- the squared sine lies below the squared angle
  have hsin : ∀ y : ℝ, Real.sin y ^ 2 ≤ y ^ 2 := by
    intro y
    have h := Real.one_sub_sq_div_two_le_cos (x := 2 * y)
    rw [Real.cos_two_mul] at h
    nlinarith [Real.sin_sq_add_cos_sq y]
  have hint : ∫ x in (0 : ℝ)..L, (A * s ^ 2 + K * (s * x) ^ 2 - D * s)
      = L * ((A + K * L ^ 2 / 3) * s ^ 2 - D * s) := by
    have h : ∀ x ∈ Set.uIcc (0 : ℝ) L,
        HasDerivAt (fun y : ℝ => (A * s ^ 2 - D * s) * y + K * s ^ 2 / 3 * y ^ 3)
          (A * s ^ 2 + K * (s * x) ^ 2 - D * s) x := by
      intro x _
      have h3 : HasDerivAt (fun y : ℝ => y ^ 3) (3 * x ^ 2) x := by
        simpa using hasDerivAt_pow 3 x
      have h1 := ((hasDerivAt_id' x).const_mul (A * s ^ 2 - D * s)).fun_add
        (h3.const_mul (K * s ^ 2 / 3))
      exact h1.congr_deriv (by ring)
    rw [intervalIntegral.integral_eq_sub_of_hasDerivAt h
      (Continuous.intervalIntegrable (by fun_prop) _ _)]
    ring
  unfold stripEnergy
  simp only [hder]
  rw [← hint]
  refine intervalIntegral.integral_mono_on hL
    (Continuous.intervalIntegrable (by fun_prop) _ _)
    (Continuous.intervalIntegrable (by fun_prop) _ _) ?_
  intro x _
  have h := mul_le_mul_of_nonneg_left (hsin (s * x)) hK
  linarith

/-- For positive `A`, `K`, `L` and any nonzero `D` there are continuously differentiable profiles
with arbitrarily small angle and slope on the strip and with negative energy. -/
theorem exists_small_twist_energy_neg {A K L D : ℝ} (hA : 0 < A) (hK : 0 < K) (hL : 0 < L)
    (hD : D ≠ 0) {δ : ℝ} (hδ : 0 < δ) :
    ∃ t : ℝ → ℝ, ContDiff ℝ 1 t ∧
      (∀ x ∈ Set.Icc 0 L, |t x| ≤ δ ∧ |deriv t x| ≤ δ) ∧
      stripEnergy A K D L t < 0 := by
  obtain ⟨M, hM⟩ : ∃ M, M = A + K * L ^ 2 / 3 := ⟨_, rfl⟩
  have hMpos : 0 < M := by rw [hM]; positivity
  have hDabs : 0 < |D| := abs_pos.2 hD
  -- a multiple of `D` small enough for the linear gain to win
  obtain ⟨η, hη, hηM, hb⟩ : ∃ η : ℝ, 0 < η ∧ η * M < 1 ∧ η * |D| * (1 + L) ≤ δ := by
    have h1 : 0 < δ * M := by positivity
    have h2 : 0 < |D| * (1 + L) := by positivity
    have hN : 0 < δ * M + |D| * (1 + L) := by linarith
    refine ⟨δ / (δ * M + |D| * (1 + L)), div_pos hδ hN, ?_, ?_⟩
    · rw [div_mul_eq_mul_div, div_lt_one hN]
      linarith
    · rw [mul_assoc, div_mul_eq_mul_div, div_le_iff₀ hN]
      exact mul_le_mul_of_nonneg_left (by linarith) hδ.le
  have h0 : 0 ≤ η * |D| := by positivity
  refine ⟨fun x => η * D * x, contDiff_const.mul contDiff_id, ?_, ?_⟩
  · intro x hx
    constructor
    · show |η * D * x| ≤ δ
      rw [abs_mul, abs_mul, abs_of_pos hη, abs_of_nonneg hx.1]
      nlinarith [mul_le_mul_of_nonneg_left hx.2 h0]
    · have h : HasDerivAt (fun y : ℝ => η * D * y) (η * D) x := by
        simpa using (hasDerivAt_id' x).const_mul (η * D)
      rw [h.deriv, abs_mul, abs_of_pos hη]
      nlinarith [mul_nonneg h0 hL.le]
  · have hle := stripEnergy_linear_le (A := A) D (η * D) hK.le hL.le
    rw [← hM] at hle
    have hD2 : 0 < D ^ 2 := by positivity
    have hp : 0 < L * D ^ 2 * η * (1 - η * M) :=
      mul_pos (mul_pos (mul_pos hL hD2) hη) (by linarith)
    nlinarith [hle, hp]

/-- With free edges and nonzero `D`, every uniform state is beaten in energy by some
continuously differentiable profile. -/
theorem uniform_not_ground_state {A K L D : ℝ} (hA : 0 < A) (hK : 0 < K) (hL : 0 < L)
    (hD : D ≠ 0) (c : ℝ) :
    ∃ t : ℝ → ℝ, ContDiff ℝ 1 t ∧
      stripEnergy A K D L t < stripEnergy A K D L (fun _ => c) := by
  obtain ⟨t, ht, _, hneg⟩ := exists_small_twist_energy_neg hA hK hL hD one_pos
  refine ⟨t, ht, hneg.trans_le ?_⟩
  rw [stripEnergy_uniform]
  positivity

/-- The linear twist of slope `D / (2 (A + K L² / 3))` lowers the energy at least by
`D² L / (4 (A + K L² / 3))` below zero. -/
theorem stripEnergy_explicit_twist_le {A K L : ℝ} (D : ℝ) (hA : 0 < A) (hK : 0 ≤ K)
    (hL : 0 ≤ L) :
    stripEnergy A K D L (fun x => D / (2 * (A + K * L ^ 2 / 3)) * x)
      ≤ -(D ^ 2 / (4 * (A + K * L ^ 2 / 3))) * L := by
  have key : ∀ M : ℝ, 0 < M →
      L * (M * (D / (2 * M)) ^ 2 - D * (D / (2 * M))) = -(D ^ 2 / (4 * M)) * L := by
    intro M hM
    field_simp
    ring
  exact (stripEnergy_linear_le D _ hK hL).trans_eq (key _ (by positivity))

/-- No continuously differentiable profile has energy below `-D² L / (4 A)`. -/
theorem stripEnergy_lower_bound {A K L : ℝ} (D : ℝ) (hA : 0 < A) (hK : 0 ≤ K)
    (hL : 0 ≤ L) {t : ℝ → ℝ} (ht : ContDiff ℝ 1 t) :
    -(D ^ 2 / (4 * A)) * L ≤ stripEnergy A K D L t := by
  obtain ⟨hd, hc⟩ := contDiff_one_iff_deriv.1 ht
  have hcont : Continuous t := hd.continuous
  have hconst : ∫ _x in (0 : ℝ)..L, -(D ^ 2 / (4 * A)) = -(D ^ 2 / (4 * A)) * L := by
    rw [intervalIntegral.integral_const, smul_eq_mul]
    ring
  unfold stripEnergy
  rw [← hconst]
  refine intervalIntegral.integral_mono_on hL
    (Continuous.intervalIntegrable (by fun_prop) _ _)
    (Continuous.intervalIntegrable (by fun_prop) _ _) ?_
  intro x _
  -- complete the square in the slope
  have e : A * (deriv t x) ^ 2 - D * deriv t x + D ^ 2 / (4 * A)
      = A * (deriv t x - D / (2 * A)) ^ 2 := by
    field_simp
    ring
  have h1 : 0 ≤ A * (deriv t x - D / (2 * A)) ^ 2 := by positivity
  have h2 : 0 ≤ K * Real.sin (t x) ^ 2 := by positivity
  linarith

end

end ChiralEdgeTwist
```

```lean
#print axioms ChiralEdgeTwist.exists_small_twist_energy_neg
-- 'ChiralEdgeTwist.exists_small_twist_energy_neg' depends on axioms: [propext, Classical.choice, Quot.sound]
#print axioms ChiralEdgeTwist.uniform_not_ground_state
-- 'ChiralEdgeTwist.uniform_not_ground_state' depends on axioms: [propext, Classical.choice, Quot.sound]
#print axioms ChiralEdgeTwist.stripEnergy_explicit_twist_le
-- 'ChiralEdgeTwist.stripEnergy_explicit_twist_le' depends on axioms: [propext, Classical.choice, Quot.sound]
#print axioms ChiralEdgeTwist.stripEnergy_lower_bound
-- 'ChiralEdgeTwist.stripEnergy_lower_bound' depends on axioms: [propext, Classical.choice, Quot.sound]
```

## How the proof follows the derivation

`stripEnergy_uniform` evaluates the integral of a constant. `stripEnergy_eq_bulk_sub_edge` splits off the chiral term and integrates it with `integral_eq_sub_of_hasDerivAt`; continuity of t and t' supplies the integrability that the split needs. `stripEnergy_nonneg_of_equal_edges` then cancels the edge term and is left with a nonnegative integrand.

`stripEnergy_linear_le` contains the main estimate. Its step `hsin` obtains sin² y ≤ y² from cos 2y ≥ 1 − 2y² and the double-angle formula. The step `hint` integrates the quadratic bound through an explicit antiderivative, and `integral_mono_on` carries the pointwise inequality over to the integrals.

`exists_small_twist_energy_neg` is the central theorem. It fixes η as above, checks the bounds on angle and slope, and combines the linear-twist estimate with the positivity of L D² η (1 − ηM). `uniform_not_ground_state` applies it with δ = 1 and compares the result with the nonnegative energy of the uniform state.

`stripEnergy_explicit_twist_le` inserts the slope D/(2M). `stripEnergy_lower_bound` completes the square in the identity `e`, drops the two nonnegative terms and integrates the constant that remains.

## The edge term in a numerical relaxation

Put angles t₀, …, t_N on a grid and replace t' by differences of neighbours. The chiral sum telescopes:

−D Σ (tᵢ₊₁ − tᵢ) = −D (t_N − t₀), with i running from 0 to N − 1.

At the uniform state tᵢ = 0 the energy gradient is +D at t₀, −D at t_N and zero at every site between. Plain gradient descent started there moves only the two end sites in its first step.

In the continuum, making E stationary with free edges gives the boundary condition 2A t' = D at x = 0 and x = L. Stationarity inside the strip gives 2A t'' = K sin 2t. A solver of this equation that imposes t' = 0 at the edges instead accepts t = 0 as a solution and, started there, misses the twist. The grid version and the boundary condition are short calculations added here; the Lean file treats neither.
